# Richardson extrapolation in the speed of light leaves an O(c⁻⁴) error in the scaled 1s Dirac shift of a hydrogen-like ion

To extract the leading relativistic correction from a Dirac program, one can run it at two speeds of light, c and 2c, and extrapolate. With the rest energy removed, the nonrelativistic energy is subtracted from each result, the differences are multiplied by c² and 4c², and the scaled shifts a(c) and a(2c) are combined as (4a(2c) − a(c))/3. This cancels an error proportional to c⁻². An error of size δ in each of the two Dirac energies can grow to 17c²δ/3 in the combination, which limits how large c may usefully be.

For the 1s level of a one-electron ion with a point nucleus, in atomic units, the combination misses the limit −Z⁴/8 by O(c⁻⁴), while a(c) alone misses it by about Z⁶/(16c²). This gives a radial Dirac solver a test case with known convergence orders.

## A point nucleus and one electron

The model enters through the closed energy formula, in atomic units with the rest energy removed:

E(c) = c²(s − 1), s = √(1 − Z²/c²)

a(c) = c²(E(c) + Z²/2)

The formula is taken as a definition and not derived from the Dirac equation. A finite nucleus or several electrons would need a separate analysis, of the orders in 1/c as well as the coefficients. In Lean, s is `gam Z c`, E is `energy Z c` and a is `shift Z c`, all real numbers.

```lean
import Mathlib

open Filter Topology Asymptotics

namespace DiracRichardson

noncomputable section

/-- The square root `√(1 - Z²/c²)` for nuclear charge `Z` and speed of light `c`,
in atomic units, for `0 < c` and `|Z| ≤ c`. -/
def gam (Z c : ℝ) : ℝ := √(1 - Z ^ 2 / c ^ 2)

/-- The 1s Dirac energy of a hydrogen-like ion with a point nucleus and the rest energy subtracted,
for `0 < Z ≤ c`. -/
def energy (Z c : ℝ) : ℝ := c ^ 2 * (gam Z c - 1)

/-- The relativistic shift of the 1s level from `-Z²/2`, multiplied by `c²`, for `0 < Z ≤ c`. -/
def shift (Z c : ℝ) : ℝ := c ^ 2 * (energy Z c + Z ^ 2 / 2)
```

The combination is defined for a general ratio q of the two speeds, and `tail` is the remainder coefficient K(s) derived next.

```lean
/-- The Richardson combination of the scaled shifts at the speeds of light `c` and `q c`, for
`0 < Z ≤ c`, `Z ≤ q c` and `q ≠ 1`. -/
def richardson (q Z c : ℝ) : ℝ :=
  (q ^ 2 * shift Z (q * c) - shift Z c) / (q ^ 2 - 1)

/-- The coefficient of the remainder in the expansion of the scaled shift, for `s ≠ -1`. -/
def tail (s : ℝ) : ℝ := (5 + 4 * s + s ^ 2) / (16 * (1 + s) ^ 4)
```

## Z ≤ c: the level is real

Physically, the point-nucleus 1s energy is real only up to Z = c. The derivation uses this when it replaces Z² by c²(1 − s²):

a = c⁴(s − 1 + (1 − s²)/2) = −c⁴(1 − s)²/2 = −Z⁴/(2(1 + s)²)

Since 1 − s = Z²/(c²(1 + s)),

a + Z⁴/8 = −Z⁴(1 − s)(3 + s)/(8(1 + s)²) = −Z⁶(3 + s)/(8c²(1 + s)³)

Splitting off the value 1/16 that (3 + s)/(8(1 + s)³) takes at s = 1 leaves

(3 + s)/(8(1 + s)³) − 1/16 = (1 − s)(5 + 4s + s²)/(16(1 + s)³) = K(s)Z²/c²

K(s) = (5 + 4s + s²)/(16(1 + s)⁴)

a = −Z⁴/8 − Z⁶/(16c²) − K(s)Z⁸/c⁴

In the proof, `hsq` needs Z ≤ c, `h2` is the substitution, and `field_simp` and `ring` check the identity. For Z > c > 0, Lean's square root returns 0 and the expansion fails.

```lean
/-- For `0 < Z ≤ c` the scaled shift is `-Z⁴/8 - Z⁶/(16c²)` minus an explicit remainder,
with no further terms. -/
theorem shift_expansion {Z c : ℝ} (hZ : 0 < Z) (hc : Z ≤ c) :
    shift Z c = -Z ^ 4 / 8 - Z ^ 6 / (16 * c ^ 2) - tail (gam Z c) * (Z ^ 8 / c ^ 4) := by
  have hc0 : 0 < c := hZ.trans_le hc
  have hle : Z ^ 2 / c ^ 2 ≤ 1 := (div_le_one (by positivity)).mpr (by gcongr)
  have hsq : gam Z c ^ 2 = 1 - Z ^ 2 / c ^ 2 := Real.sq_sqrt (sub_nonneg.mpr hle)
  have hs0 : 0 ≤ gam Z c := Real.sqrt_nonneg _
  have hcan : c ^ 2 * (Z ^ 2 / c ^ 2) = Z ^ 2 := by field_simp
  simp only [shift, energy, tail]
  generalize gam Z c = s at hsq hs0 ⊢
  -- eliminate the charge in favour of the square root
  have h2 : Z ^ 2 = c ^ 2 * (1 - s ^ 2) := by
    rw [hsq]
    linear_combination -hcan
  have h4 : Z ^ 4 = (c ^ 2 * (1 - s ^ 2)) ^ 2 := by rw [← h2]; ring
  have h6 : Z ^ 6 = (c ^ 2 * (1 - s ^ 2)) ^ 3 := by rw [← h2]; ring
  have h8 : Z ^ 8 = (c ^ 2 * (1 - s ^ 2)) ^ 4 := by rw [← h2]; ring
  have hs1 : 1 + s ≠ 0 := by positivity
  rw [h8, h6, h4, h2]
  field_simp
  ring
```

Because s ≥ 0, 5 + 4s + s² ≤ 5(1 + s)⁴, so 0 < K ≤ 5/16.

```lean
/-- For `s ≥ 0` the remainder coefficient is positive and at most `5/16`. -/
theorem tail_bounds {s : ℝ} (hs : 0 ≤ s) : 0 < tail s ∧ tail s ≤ 5 / 16 := by
  unfold tail
  refine ⟨by positivity, ?_⟩
  rw [div_le_iff₀ (by positivity)]
  nlinarith [pow_nonneg hs 2, pow_nonneg hs 3, pow_nonneg hs 4]
```

## c → ∞ at fixed Z

This is the nonrelativistic limit for a given ion. Then s → 1, K → 10/256 = 5/128, and

c²(a + Z⁴/8) = −Z⁶/16 − K(s)Z⁸/c² → −Z⁶/16

Lean uses continuity of K at 1, then transfers the limit through the expansion, valid once c ≥ Z. If Z grew in proportion to c, s would stay below 1 and the coefficient 1/16 would be wrong.

```lean
/-- At fixed charge the remainder coefficient tends to `5/128` as `c → ∞`. -/
theorem tail_limit (Z : ℝ) : Tendsto (fun c => tail (gam Z c)) atTop (𝓝 (5 / 128)) := by
  have h0 : Tendsto (fun c : ℝ => Z ^ 2 / c ^ 2) atTop (𝓝 0) :=
    tendsto_const_nhds.div_atTop (tendsto_pow_atTop two_ne_zero)
  have h1 : Tendsto (fun c : ℝ => 1 - Z ^ 2 / c ^ 2) atTop (𝓝 (1 - 0)) :=
    tendsto_const_nhds.sub h0
  rw [sub_zero] at h1
  have h2 := (Real.continuous_sqrt.tendsto 1).comp h1
  rw [Real.sqrt_one] at h2
  have hK : ContinuousAt (fun s : ℝ => (5 + 4 * s + s ^ 2) / (16 * (1 + s) ^ 4)) 1 :=
    ContinuousAt.div (by fun_prop) (by fun_prop) (by norm_num)
  have e : tail 1 = 5 / 128 := by norm_num [tail]
  rw [← e]
  exact hK.tendsto.comp h2

/-- For `Z > 0` the error of the scaled shift against `-Z⁴/8`, multiplied by `c²`,
tends to `-Z⁶/16` as `c → ∞`. -/
theorem shift_limit {Z : ℝ} (hZ : 0 < Z) :
    Tendsto (fun c => c ^ 2 * (shift Z c + Z ^ 4 / 8)) atTop (𝓝 (-Z ^ 6 / 16)) := by
  have h0 : Tendsto (fun c : ℝ => Z ^ 8 / c ^ 2) atTop (𝓝 0) :=
    tendsto_const_nhds.div_atTop (tendsto_pow_atTop two_ne_zero)
  have h : Tendsto (fun c => -Z ^ 6 / 16 - tail (gam Z c) * (Z ^ 8 / c ^ 2)) atTop
      (𝓝 (-Z ^ 6 / 16 - 5 / 128 * 0)) := tendsto_const_nhds.sub ((tail_limit Z).mul h0)
  rw [mul_zero, sub_zero] at h
  refine h.congr' ?_
  filter_upwards [eventually_ge_atTop Z] with c hc
  have hc0 : 0 < c := hZ.trans_le hc
  rw [shift_expansion hZ hc]
  generalize tail (gam Z c) = k
  field_simp
  ring
```

## q > 1: two different speeds

The second run is closer to the nonrelativistic limit. Inserting the expansion at c and qc into (q²a(qc) − a(c))/(q² − 1), the c⁻² terms cancel, since q²/(qc)² = 1/c². What remains is

error = (K(s(c)) − K(s(qc))/q²) Z⁸/((q² − 1)c⁴)

Both terms in the bracket lie between 0 and 5/16, which gives the bound. Their limits give c⁴ · error → 5Z⁸/(128q²), so the order is sharp. In the proof, q > 1 also ensures qc ≥ Z. At q = 1 there is only one run and nothing to extrapolate.

```lean
/-- For `q > 1` and `0 < Z ≤ c` the `c⁻²` errors cancel in the Richardson combination,
and its error is given exactly by the two remainders. -/
theorem richardson_error {q Z c : ℝ} (hq : 1 < q) (hZ : 0 < Z) (hc : Z ≤ c) :
    richardson q Z c + Z ^ 4 / 8 =
      (tail (gam Z c) - tail (gam Z (q * c)) / q ^ 2) * (Z ^ 8 / ((q ^ 2 - 1) * c ^ 4)) := by
  have hc0 : 0 < c := hZ.trans_le hc
  have hq0 : 0 < q := by linarith
  have hq1 : q ^ 2 - 1 ≠ 0 := ne_of_gt (by nlinarith)
  have hqc : Z ≤ q * c := by nlinarith
  rw [richardson, shift_expansion hZ hc, shift_expansion hZ hqc]
  generalize tail (gam Z c) = k
  generalize tail (gam Z (q * c)) = l
  field_simp
  ring

/-- For `q > 1` and every `c ≥ Z > 0` the Richardson value differs from `-Z⁴/8` by at most
`5Z⁸ / (16 (q² - 1) c⁴)`. -/
theorem richardson_bound {q Z c : ℝ} (hq : 1 < q) (hZ : 0 < Z) (hc : Z ≤ c) :
    |richardson q Z c + Z ^ 4 / 8| ≤ 5 / 16 * (Z ^ 8 / ((q ^ 2 - 1) * c ^ 4)) := by
  have hc0 : 0 < c := hZ.trans_le hc
  have hq1 : 0 < q ^ 2 - 1 := by nlinarith
  have hpos : 0 < Z ^ 8 / ((q ^ 2 - 1) * c ^ 4) := by positivity
  obtain ⟨k0, k1⟩ := tail_bounds (s := gam Z c) (Real.sqrt_nonneg _)
  obtain ⟨l0, l1⟩ := tail_bounds (s := gam Z (q * c)) (Real.sqrt_nonneg _)
  have m0 : 0 < tail (gam Z (q * c)) / q ^ 2 := by positivity
  have m1 : tail (gam Z (q * c)) / q ^ 2 ≤ 5 / 16 := by
    rw [div_le_iff₀ (by positivity)]
    linarith
  rw [richardson_error hq hZ hc, abs_mul, abs_of_pos hpos]
  exact mul_le_mul_of_nonneg_right (abs_le.mpr ⟨by linarith, by linarith⟩) hpos.le

/-- For `q > 1` and `Z > 0` the Richardson error multiplied by `c⁴` tends to
`5Z⁸/(128q²)` as `c → ∞`. -/
theorem richardson_limit {q Z : ℝ} (hq : 1 < q) (hZ : 0 < Z) :
    Tendsto (fun c => c ^ 4 * (richardson q Z c + Z ^ 4 / 8)) atTop
      (𝓝 (5 * Z ^ 8 / (128 * q ^ 2))) := by
  have hq0 : 0 < q := by linarith
  have hq1 : q ^ 2 - 1 ≠ 0 := ne_of_gt (by nlinarith)
  have hl : Tendsto (fun c => tail (gam Z (q * c))) atTop (𝓝 (5 / 128)) :=
    (tail_limit Z).comp (tendsto_id.const_mul_atTop hq0)
  have h := ((tail_limit Z).sub (hl.div_const (q ^ 2))).mul_const (Z ^ 8 / (q ^ 2 - 1))
  have e : (5 / 128 - 5 / 128 / q ^ 2) * (Z ^ 8 / (q ^ 2 - 1)) =
      5 * Z ^ 8 / (128 * q ^ 2) := by
    field_simp
  rw [e] at h
  refine h.congr' ?_
  filter_upwards [eventually_ge_atTop Z] with c hc
  have hc0 : 0 < c := hZ.trans_le hc
  rw [richardson_error hq hZ hc]
  field_simp
```

Applying the same idea again to R(c) = (4a(2c) − a(c))/3 gives (16R(2c) − R(c))/15, which also removes the c⁻⁴ term; this second step is not formalised here.

## Z > 0: an attractive nucleus

With Z ≤ c, this makes c positive. It matters most for the weights. With weight w on a(qc) and 1 − w on a(c),

c² · error → −(Z⁶/16)(w/q² + 1 − w)

which vanishes only at w = q²/(q² − 1). Lean compares the two limits with `tendsto_nhds_unique` and divides out Z⁶. At Z = 0 all shifts vanish and every weight works.

```lean
/-- For `q > 1` and `Z > 0`, a combination of the shifts at `q c` and `c` with weights `w`
and `1 - w` is free of the `c⁻²` error exactly when `w = q²/(q² - 1)`. -/
theorem weight_unique {q Z : ℝ} (hq : 1 < q) (hZ : 0 < Z) (w : ℝ) :
    Tendsto (fun c => c ^ 2 * (w * shift Z (q * c) + (1 - w) * shift Z c + Z ^ 4 / 8))
      atTop (𝓝 0) ↔ w = q ^ 2 / (q ^ 2 - 1) := by
  have hq0 : 0 < q := by linarith
  have hq1 : q ^ 2 - 1 ≠ 0 := ne_of_gt (by nlinarith)
  have h2 : Tendsto (fun c => (q * c) ^ 2 * (shift Z (q * c) + Z ^ 4 / 8)) atTop
      (𝓝 (-Z ^ 6 / 16)) := (shift_limit hZ).comp (tendsto_id.const_mul_atTop hq0)
  have h := (h2.const_mul (w / q ^ 2)).add ((shift_limit hZ).const_mul (1 - w))
  have e : w / q ^ 2 * (-Z ^ 6 / 16) + (1 - w) * (-Z ^ 6 / 16) =
      -(Z ^ 6 / (16 * q ^ 2)) * (q ^ 2 - w * (q ^ 2 - 1)) := by
    field_simp
    ring
  rw [e] at h
  -- the limit of the scaled error for an arbitrary weight
  have hlim := h.congr (f₂ := fun c =>
      c ^ 2 * (w * shift Z (q * c) + (1 - w) * shift Z c + Z ^ 4 / 8)) (fun c => by
    field_simp
    ring)
  constructor
  · intro h0
    have hz := (mul_eq_zero.mp (tendsto_nhds_unique hlim h0)).resolve_left
      (neg_ne_zero.mpr (by positivity))
    rw [eq_div_iff hq1]
    linarith
  · intro hw
    have hz : q ^ 2 - w * (q ^ 2 - 1) = 0 := by
      rw [hw, div_mul_cancel₀ _ hq1, sub_self]
    rw [hz, mul_zero] at hlim
    exact hlim
```

The final theorem joins `shift_limit` to the case q = 2 of the Richardson bound. There `=O[atTop]` means bounded by a constant times 1/c⁴ for all large c; the proof supplies 5Z⁸/48.

```lean
/-- For `Z > 0` the scaled 1s shift approaches `-Z⁴/8` with leading error `-Z⁶/(16c²)`, while
the Richardson combination of its values at `c` and `2c` has an error of order `c⁻⁴`. -/
theorem dirac_shift_richardson {Z : ℝ} (hZ : 0 < Z) :
    Tendsto (fun c => c ^ 2 * (shift Z c + Z ^ 4 / 8)) atTop (𝓝 (-Z ^ 6 / 16)) ∧
    (fun c => (4 * shift Z (2 * c) - shift Z c) / 3 + Z ^ 4 / 8) =O[atTop]
      (fun c : ℝ => 1 / c ^ 4) := by
  refine ⟨shift_limit hZ, IsBigO.of_bound (5 / 48 * Z ^ 8) ?_⟩
  filter_upwards [eventually_ge_atTop Z] with c hc
  have hc0 : 0 < c := hZ.trans_le hc
  have e : richardson 2 Z c = (4 * shift Z (2 * c) - shift Z c) / 3 := by
    unfold richardson
    ring
  rw [Real.norm_of_nonneg (by positivity : (0 : ℝ) ≤ 1 / c ^ 4), Real.norm_eq_abs, ← e]
  refine (richardson_bound one_lt_two hZ hc).trans_eq ?_
  ring

end

end DiracRichardson
```

```lean
#print axioms DiracRichardson.richardson_limit
#print axioms DiracRichardson.weight_unique
#print axioms DiracRichardson.dirac_shift_richardson
```

```
'DiracRichardson.richardson_limit' depends on axioms: [propext, Classical.choice, Quot.sound]
'DiracRichardson.weight_unique' depends on axioms: [propext, Classical.choice, Quot.sound]
'DiracRichardson.dirac_shift_richardson' depends on axioms: [propext, Classical.choice, Quot.sound]
```
